# A nonzero determinant of radially weighted neighbour sums implies a chiral atomic environment

Let an atom have finitely many neighbours at positions $r_i\in\mathbb R^3$, measured from the atom itself. For three radial functions $g_0,g_1,g_2$, define

$$v_n=\sum_i g_n(|r_i|)\,r_i,\qquad B=\det(v_0,v_1,v_2).$$

Applying an orthogonal map $Q$ to all neighbours multiplies $B$ by $\det Q$. If an orthogonal map of determinant $-1$ merely permutes the neighbours, then $B=0$. A nonzero $B$ therefore shows that the environment is chiral. The converse fails: some chiral environments have $B=0$ for every choice of radial functions.

## The sign of B in a descriptor calculation

A code loops over the neighbour list of an atom, computes each distance $d=|r_i|$, and adds $g_n(d)\,r_i$ to three accumulators. After the loop it evaluates the triple product $B=v_0\cdot(v_1\times v_2)$. Any cutoff function is part of $g_n$. The weights multiply $r_i$, not the unit vector $r_i/|r_i|$; a code that weights unit vectors by $h_n(d)$ corresponds to $g_n(d)=h_n(d)/d$ for $d>0$.

Rotating the structure leaves $B$ unchanged, and reflecting it reverses the sign. An interatomic potential that must give mirror images the same energy can thus take $B^2$ as an input, for a finite neighbour list with radial functions common to all neighbours.

## Why a reflection reverses the sign

Orthogonality means $Q^TQ=1$, so

$$(Qx)\cdot(Qy)=x^TQ^TQy=x\cdot y.$$

Lengths are preserved, and each weighted sum turns with the neighbours:

$$v_n(Qr)=\sum_i g_n(|Qr_i|)\,Qr_i=Q\sum_i g_n(|r_i|)\,r_i=Q\,v_n(r).$$

Let $V$ be the matrix with rows $v_n$. The transformed matrix is $VQ^T$, hence

$$B(Qr)=\det V\,\det Q^T=\det Q\;B(r).$$

Now suppose $\det Q=-1$ and $Qr_i=r_{\sigma(i)}$ for a permutation $\sigma$. Relabelling only reorders the sums, so $B(Qr)=B(r)$. Then $B=-B$, and $B=0$.

For three neighbours, $V=GR$, where $G_{ni}=g_n(|r_i|)$ and $R$ has rows $r_i$. Thus $B=\det G\,\det R$. Take $(1,0,0)$, $(0,2,0)$, $(0,0,3)$ with radial functions $1,t,t^2$:

$$\det G=\det\begin{pmatrix}1&1&1\\1&2&3\\1&4&9\end{pmatrix}=2,\qquad \det R=6,\qquad B=12.$$

If all neighbours lie at distance $a$ or $b$, let $A$ be the sum of the positions at distance $a$ and $C$ the sum of the others. Then $v_n=g_n(a)A+g_n(b)C$. Three vectors in the span of two are linearly dependent, so $B=0$. A nonzero $B$ needs at least three different neighbour distances.

This gives a chiral environment that $B$ misses. Take $r_0=(5,0,0)$, $r_1=(3,4,0)$, $r_2=(0,3,4)$. All lengths are 5, so $B=0$. The mutual dot products are $r_0\cdot r_1=15$, $r_0\cdot r_2=0$ and $r_1\cdot r_2=12$. An orthogonal map that permutes the neighbours preserves these three different values, so it maps each pair to itself and fixes every neighbour. Since $\det(r_0,r_1,r_2)=80\neq0$, the map is the identity, whose determinant is $+1$.

**Orthogonality matters.** For the axial triple above, let

$$Q=\begin{pmatrix}0&\tfrac12&0\\2&0&0\\0&0&1\end{pmatrix}.$$

It exchanges the first two neighbours, fixes the third and has determinant $-1$, yet $B=12$. A linear map of determinant $-1$ that permutes the neighbours is therefore not enough to force $B=0$.

## Definitions and proofs in Lean 4

```lean
import Mathlib

open Matrix

namespace ChiralDescriptor

noncomputable section

variable {ι : Type*} [Fintype ι]

/-- The Euclidean length of a position vector. -/
def radius (x : Fin 3 → ℝ) : ℝ := √(x ⬝ᵥ x)

/-- The sum of the neighbour positions, each weighted by a radial function of its distance
from the central atom. -/
def radialVector (g : ℝ → ℝ) (r : ι → Fin 3 → ℝ) : Fin 3 → ℝ :=
  ∑ i, g (radius (r i)) • r i

/-- The descriptor `B`: the determinant of the three vectors built with three radial functions. -/
def descriptor (g : Fin 3 → ℝ → ℝ) (r : ι → Fin 3 → ℝ) : ℝ :=
  Matrix.det (Matrix.of fun n => radialVector (g n) r)

/-- An environment is chiral if no orthogonal map of determinant `-1` about the central atom
permutes its neighbours. -/
def IsChiral (r : ι → Fin 3 → ℝ) : Prop :=
  ∀ Q : Matrix (Fin 3) (Fin 3) ℝ, Qᵀ * Q = 1 → Q.det = -1 →
    ∀ σ : Equiv.Perm ι, ¬ ∀ i, Q *ᵥ r i = r (σ i)

/-- An orthogonal map preserves the dot product of two position vectors. -/
theorem dot_mulVec {Q : Matrix (Fin 3) (Fin 3) ℝ} (hQ : Qᵀ * Q = 1) (x y : Fin 3 → ℝ) :
    (Q *ᵥ x) ⬝ᵥ (Q *ᵥ y) = x ⬝ᵥ y := by
  rw [Matrix.dotProduct_mulVec, ← Matrix.mulVec_transpose, Matrix.mulVec_mulVec, hQ,
    Matrix.one_mulVec]

/-- When an orthogonal map acts on all neighbours, the radially weighted sum is transformed
by the same map. -/
theorem radialVector_mulVec {Q : Matrix (Fin 3) (Fin 3) ℝ} (hQ : Qᵀ * Q = 1)
    (g : ℝ → ℝ) (r : ι → Fin 3 → ℝ) :
    radialVector g (fun i => Q *ᵥ r i) = Q *ᵥ radialVector g r := by
  have h := map_sum Q.mulVecLin (fun i => g (radius (r i)) • r i) Finset.univ
  simp only [Matrix.mulVecLin_apply, Matrix.mulVec_smul] at h
  -- the weights depend on lengths only, and these are preserved
  simp only [radialVector, radius, dot_mulVec hQ]
  exact h.symm

/-- A linear map multiplies the determinant of three vectors by its own determinant. -/
theorem det_mulVec (Q : Matrix (Fin 3) (Fin 3) ℝ) (v : Fin 3 → Fin 3 → ℝ) :
    Matrix.det (Matrix.of fun n => Q *ᵥ v n) = Q.det * Matrix.det (Matrix.of v) := by
  have h : (Matrix.of fun n => Q *ᵥ v n) = Matrix.of v * Qᵀ := by
    ext i j
    simp [Matrix.mul_apply, Matrix.mulVec, dotProduct, mul_comm]
  rw [h, Matrix.det_mul, Matrix.det_transpose, mul_comm]

/-- Under an orthogonal map `Q` of all neighbours, the descriptor is multiplied by `det Q`. -/
theorem descriptor_orthogonal {Q : Matrix (Fin 3) (Fin 3) ℝ} (hQ : Qᵀ * Q = 1)
    (g : Fin 3 → ℝ → ℝ) (r : ι → Fin 3 → ℝ) :
    descriptor g (fun i => Q *ᵥ r i) = Q.det * descriptor g r := by
  simp only [descriptor, radialVector_mulVec hQ]
  exact det_mulVec Q (fun n => radialVector (g n) r)

/-- An environment with a nonzero descriptor is chiral. -/
theorem isChiral_of_descriptor_ne_zero (g : Fin 3 → ℝ → ℝ) (r : ι → Fin 3 → ℝ)
    (hB : descriptor g r ≠ 0) : IsChiral r := by
  intro Q hQ hdet σ h
  -- relabelling the neighbours does not change the descriptor
  have hperm : descriptor g (fun i => r (σ i)) = descriptor g r := by
    have hv : ∀ f : ℝ → ℝ, radialVector f (fun i => r (σ i)) = radialVector f r :=
      fun f => Equiv.sum_comp σ (fun i => f (radius (r i)) • r i)
    simp only [descriptor, hv]
  have hB' := descriptor_orthogonal hQ g r
  have hr : (fun i => Q *ᵥ r i) = fun i => r (σ i) := funext h
  rw [hr, hperm, hdet] at hB'
  -- the descriptor equals its own negative
  exact hB (by linarith)

/-- For three neighbours the descriptor is the determinant of the radial function values
times the determinant of the positions. -/
theorem descriptor_three (g : Fin 3 → ℝ → ℝ) (r : Fin 3 → Fin 3 → ℝ) :
    descriptor g r =
      Matrix.det (Matrix.of fun n i => g n (radius (r i))) * Matrix.det (Matrix.of r) := by
  rw [← Matrix.det_mul, descriptor]
  congr 1

/-- Three neighbours on the coordinate axes, at distances 1, 2 and 3. -/
def axialTriple : Fin 3 → Fin 3 → ℝ := ![![1, 0, 0], ![0, 2, 0], ![0, 0, 3]]

/-- With the radial functions `1`, `t` and `t ^ 2`, the axial triple has descriptor 12. -/
theorem descriptor_axialTriple :
    descriptor (fun n t => t ^ (n : ℕ)) axialTriple = 12 := by
  have hr : ∀ i : Fin 3, radius (axialTriple i) = ((i : ℕ) : ℝ) + 1 := by
    intro i
    have h : axialTriple i ⬝ᵥ axialTriple i = (((i : ℕ) : ℝ) + 1) ^ 2 := by
      fin_cases i <;> norm_num [axialTriple, dotProduct, Fin.sum_univ_succ]
    rw [radius, h]
    exact Real.sqrt_sq (by positivity)
  have hpos : Matrix.det (Matrix.of axialTriple) = 6 := by
    rw [Matrix.det_fin_three]
    change (1 : ℝ) * 2 * 3 - 1 * 0 * 0 - 0 * 0 * 3 + 0 * 0 * 0 + 0 * 0 * 0 - 0 * 2 * 0 = 6
    norm_num
  rw [descriptor_three, hpos]
  simp only [hr]
  rw [Matrix.det_fin_three]
  norm_num

/-- If every neighbour lies at one of two distances, the descriptor vanishes for every choice
of radial functions. -/
theorem descriptor_two_shells (g : Fin 3 → ℝ → ℝ) (r : ι → Fin 3 → ℝ) (a b : ℝ)
    (hr : ∀ i, radius (r i) = a ∨ radius (r i) = b) : descriptor g r = 0 := by
  -- every weighted sum is a combination of the two shell sums
  obtain ⟨A, C, h⟩ : ∃ A C : Fin 3 → ℝ, ∀ f : ℝ → ℝ,
      radialVector f r = f a • A + f b • C := by
    refine ⟨∑ i, if radius (r i) = a then r i else 0,
      ∑ i, if radius (r i) = a then 0 else r i, fun f => ?_⟩
    rw [radialVector, Finset.smul_sum, Finset.smul_sum, ← Finset.sum_add_distrib]
    refine Finset.sum_congr rfl fun i _ => ?_
    by_cases hi : radius (r i) = a
    · rw [if_pos hi, if_pos hi, hi, smul_zero, add_zero]
    · rw [if_neg hi, if_neg hi, (hr i).resolve_left hi, smul_zero, zero_add]
  rw [descriptor, Matrix.det_fin_three]
  simp only [Matrix.of_apply, h, Pi.add_apply, Pi.smul_apply, smul_eq_mul]
  ring

/-- Three neighbours at distance 5 with three different mutual angles. -/
def shellTriple : Fin 3 → Fin 3 → ℝ := ![![5, 0, 0], ![3, 4, 0], ![0, 3, 4]]

/-- The shell triple is chiral, yet its descriptor vanishes for every choice of radial
functions. -/
theorem shellTriple_chiral_and_blind :
    IsChiral shellTriple ∧ ∀ g, descriptor g shellTriple = 0 := by
  constructor
  · intro Q hQ hdet σ h
    have d : ∀ i j, shellTriple (σ i) ⬝ᵥ shellTriple (σ j) =
        shellTriple i ⬝ᵥ shellTriple j := by
      intro i j
      rw [← h i, ← h j, dot_mulVec hQ]
    -- the mutual angles identify each neighbour
    have key : ∀ a b c : Fin 3,
        shellTriple a ⬝ᵥ shellTriple b = shellTriple 0 ⬝ᵥ shellTriple 1 →
        shellTriple a ⬝ᵥ shellTriple c = shellTriple 0 ⬝ᵥ shellTriple 2 →
        a = 0 ∧ b = 1 ∧ c = 2 := by
      intro a b c
      fin_cases a <;> fin_cases b <;> fin_cases c <;>
        simp [shellTriple, dotProduct, Fin.sum_univ_three] <;> norm_num
    obtain ⟨h0, h1, h2⟩ := key _ _ _ (d 0 1) (d 0 2)
    have hσ : ∀ i, σ i = i := by
      intro i
      fin_cases i
      exacts [h0, h1, h2]
    have hfix : (fun i => Q *ᵥ shellTriple i) = shellTriple :=
      funext fun i => by rw [h i, hσ i]
    have hvol : Matrix.det (Matrix.of shellTriple) = 80 := by
      rw [Matrix.det_fin_three]
      change (5 : ℝ) * 4 * 4 - 5 * 0 * 3 - 0 * 3 * 4 + 0 * 0 * 0 + 0 * 3 * 3 - 0 * 4 * 0 = 80
      norm_num
    -- a map fixing three independent vectors cannot have determinant -1
    have e := det_mulVec Q shellTriple
    rw [hfix, hdet, hvol] at e
    norm_num at e
  · intro g
    refine descriptor_two_shells g shellTriple (√25) (√25) fun i => Or.inl ?_
    have h : shellTriple i ⬝ᵥ shellTriple i = 25 := by
      fin_cases i <;> norm_num [shellTriple, dotProduct, Fin.sum_univ_succ]
    rw [radius, h]

end

end ChiralDescriptor
```

```lean
#print axioms ChiralDescriptor.isChiral_of_descriptor_ne_zero
#print axioms ChiralDescriptor.descriptor_axialTriple
#print axioms ChiralDescriptor.shellTriple_chiral_and_blind
```

```
'ChiralDescriptor.isChiral_of_descriptor_ne_zero' depends on axioms: [propext, Classical.choice, Quot.sound]
'ChiralDescriptor.descriptor_axialTriple' depends on axioms: [propext, Classical.choice, Quot.sound]
'ChiralDescriptor.shellTriple_chiral_and_blind' depends on axioms: [propext, Classical.choice, Quot.sound]
```

## What a nonzero or zero B establishes

The neighbours are a family `r : ι → Fin 3 → ℝ` over a finite index type `ι`. `radius` is the Euclidean length $\sqrt{x\cdot x}$, `radialVector` is $v_n$, and `descriptor` is $B$, with the $v_n$ as matrix rows. The radial functions are arbitrary real functions; neither smoothness nor a cutoff is assumed.

`IsChiral r` says that no $Q$ with `Qᵀ * Q = 1` and `Q.det = -1` permutes the neighbours. It concerns positions around one atom, not a whole molecule or crystal, and it ignores chemical species. Four neighbours of different species at the corners of a regular tetrahedron centred on the atom are therefore not a chiral environment in this sense. Species-dependent radial functions would need a different definition of $B$.

`descriptor_orthogonal` is the transformation law. It combines `radialVector_mulVec`, which uses the preserved dot products from `dot_mulVec`, with `det_mulVec`, which contains the factorisation $VQ^T$. In `isChiral_of_descriptor_ne_zero`, `Equiv.sum_comp` performs the relabelling and `linarith` draws $B=0$ from $B=-B$.

`descriptor_three` is the product formula, and `descriptor_axialTriple` evaluates it to 12, so the criterion does apply to some environments. `descriptor_two_shells` constructs $A$ and $C$ explicitly and expands the determinant.

`shellTriple_chiral_and_blind` establishes the counterexample to the converse. Its `key` step goes through all 27 index triples and finds that two of the dot products already identify the neighbours. A determinant of $-1$ would then require $80=-80$. The vanishing of $B$ follows from the two-distance theorem with both distances equal to $\sqrt{25}$.

A zero $B$ thus leaves chirality undecided. The step from these theorems to a running program is the decision that $B$ is nonzero: the theorems concern real numbers, whereas a program holds a rounded value. A small computed $B$ supports the conclusion only if a separate error bound excludes zero.
